# Vacuum bubbles exponentiate and cancel in formal perturbation series whose diagram weights factorise

Q: In QED the electron propagator is the ratio of $\langle 0|T\psi\bar\psi S|0\rangle$ to $\langle 0|S|0\rangle$, with $S$ the Dyson series, $\psi$ the interaction-picture field and $|0\rangle$ the free vacuum. At order $n$, Wick's theorem gives diagrams on $n$ vertices, and many contain pieces that touch neither external point. These vacuum bubbles are said to cancel against the denominator. What do set partitions have to do with that?

A: They record which vertices hang together. Let $c_k$ be the sum of all connected vacuum diagrams on $k$ labelled vertices, with positions integrated over. Let $d_k$ be the sum of all diagrams on $k$ vertices in which every vertex is connected to some external point. Both take values in a commutative $\mathbb Q$-algebra `A`, for instance $\mathbb C$; the rationals supply the factors $1/n!$.

```lean
import Mathlib

open Finset

namespace LinkedCluster

noncomputable section

variable {A : Type*} [CommRing A] [Algebra ℚ A] {α : Type*} [DecidableEq α]
```

A: A vacuum diagram then splits its vertex set into blocks, one per bubble.

```lean
/-- The set partitions of a finite vertex set `S`: families of nonempty, pairwise disjoint
blocks contained in `S` that together cover `S`. -/
def setPartitions (S : Finset α) : Finset (Finset (Finset α)) :=
  S.powerset.powerset.filter fun π => ∅ ∉ π ∧ (∀ x ∈ S, ∃ B ∈ π, x ∈ B) ∧
    ∀ B ∈ π, ∀ B' ∈ π, B ≠ B' → Disjoint B B'

/-- The sum of all vacuum diagrams on the vertex set `S`: each set partition into connected
bubbles contributes the product of the weights `c k` of its bubbles with `k` vertices. -/
def bubbleSum (c : ℕ → A) (S : Finset α) : A :=
  ∑ π ∈ setPartitions S, ∏ B ∈ π, c B.card

/-- The vacuum contribution `z_n` at order `n`, with vertices labelled by `Fin n`. -/
def vacuumSum (c : ℕ → A) (n : ℕ) : A := bubbleSum c (univ : Finset (Fin n))
```

Q: So you assume that a diagram's value is the product of the values of its pieces?

A: Yes, that is built into `bubbleSum`. The step from this model to QED is to show that Wick's theorem and the Feynman rules give such a factorisation, fermion signs included, with finite, regularised weights. The numerator is modelled in the same way: choose the externally connected vertices $S$ (a vertex set here, not the S-matrix), and let the rest form bubbles.

```lean
/-- The full contribution `g_n` at order `n`: a subset `S` of the vertices is attached to the
external points with weight `d |S|`, and the other vertices form vacuum bubbles. -/
def fullSum (d c : ℕ → A) (n : ℕ) : A :=
  ∑ S ∈ (univ : Finset (Fin n)).powerset, d S.card * bubbleSum c (univ \ S)
```

Q: Where is the $1/n!$ of the Dyson series?

A: In the generating function. The variable $x$ counts powers of the interaction; it is not a position.

```lean
/-- The exponential generating function `∑ a_n x^n / n!`. -/
def egf (a : ℕ → A) : PowerSeries A :=
  PowerSeries.mk fun n => ((n.factorial : ℚ)⁻¹) • a n

/-- The sum of connected vacuum bubbles, `∑_{k ≥ 1} c_k x^k / k!`. -/
def connectedSeries (c : ℕ → A) : PowerSeries A := egf fun k => if k = 0 then 0 else c k

/-- The formal exponential `∑ F^k / k!` of a series `F` without constant term; the powers
with `k > n` do not contribute to the coefficient of `x^n`. -/
def formalExp (F : PowerSeries A) : PowerSeries A :=
  PowerSeries.mk fun n =>
    ∑ k ∈ range (n + 1), ((k.factorial : ℚ)⁻¹) • PowerSeries.coeff n (F ^ k)
```

A: A mistake is easily made here: using `egf c` as the exponent, with $c_0$ left in. The truncated exponential would then have an extra $c_0c_2/2$ at order $x^2$, although no bubble has zero vertices. With the constant term removed, $F^k$ has no terms below order $x^k$, so stopping at $k=n$ loses nothing.

Q: Show me the derivation before the code.

A: Write $z_n$ for `vacuumSum c n`, $g_n$ for `fullSum d c n`, and $Z,G,D$ for the generating functions of $z,g,d$. Let $C=\sum_{k\ge1}c_kx^k/k!$. The empty partition gives $z_0=1$. Among $n+1$ vertices, mark one. Its bubble contains $k$ of the other $n$, chosen in $\binom nk$ ways, so
$$z_{n+1}=\sum_{k=0}^n\binom nk c_{k+1}z_{n-k}.$$
Since $\frac1{k!(n-k)!}=\frac1{n!}\binom nk$, the right side divided by $n!$ is the $x^n$ coefficient of $C'Z$. The left side divided by $n!$ is that of $Z'$. Hence $Z'=C'Z$.

Differentiating term by term,
$$(e^C)'=\sum_{k\ge1}\frac{C'C^{k-1}}{(k-1)!}=C'e^C.$$
Both series start with 1 and obey the same recursion, so $Z=e^C$.

For the numerator, grouping subsets by size gives $g_n=\sum_k\binom nk d_kz_{n-k}$, which means $G=DZ$. As $Z$ has constant term 1, it is invertible, and $G/Z=D$.

Q: Does the Lean proof really count the partitions?

A: It does. The first lemma restates disjointness as "two blocks sharing a vertex coincide"; the second supplies the binomial coefficients.

```lean
/-- A family is a set partition of `S` exactly when its blocks lie in `S`, are nonempty,
cover `S`, and any two blocks sharing a vertex coincide. -/
theorem mem_setPartitions {S : Finset α} {π : Finset (Finset α)} :
    π ∈ setPartitions S ↔ (∀ B ∈ π, B ⊆ S) ∧ ∅ ∉ π ∧ (∀ x ∈ S, ∃ B ∈ π, x ∈ B) ∧
      ∀ B ∈ π, ∀ B' ∈ π, ∀ x, x ∈ B → x ∈ B' → B = B' := by
  rw [setPartitions, mem_filter, mem_powerset]
  constructor
  · rintro ⟨h1, h2, h3, h4⟩
    refine ⟨fun B hB => mem_powerset.1 (h1 hB), h2, h3, fun B hB B' hB' x hx hx' => ?_⟩
    by_contra hne
    exact disjoint_left.1 (h4 B hB B' hB' hne) hx hx'
  · rintro ⟨h1, h2, h3, h4⟩
    exact ⟨fun B hB => mem_powerset.2 (h1 B hB), h2, h3, fun B hB B' hB' hne =>
      disjoint_left.2 fun x hx hx' => hne (h4 B hB B' hB' x hx hx')⟩

omit [Algebra ℚ A] [DecidableEq α] in
/-- A sum over vertex subsets whose terms depend only on the number of chosen vertices is a
binomial sum over that number. -/
theorem sum_by_size (f : ℕ → A) {S : Finset α} {g : Finset α → A}
    (h : ∀ T ∈ S.powerset, g T = f T.card) :
    ∑ T ∈ S.powerset, g T = ∑ k ∈ range (S.card + 1), S.card.choose k • f k := by
  rw [sum_congr rfl h]
  exact sum_powerset_apply_card f
```

A: Next comes the marked vertex `a`. A pair of a subset `T` and a partition `ρ` of `S \ T` is sent to `ρ` with the block `insert a T` adjoined. The four goals of `sum_bij` say that this gives a partition, that no partition arises twice, that every one arises, and that the weights agree.

```lean
omit [Algebra ℚ A] in
/-- Adding a new vertex `a` to `S`: the bubble containing `a` takes a subset `T` of the old
vertices with it, and the remaining vertices form vacuum diagrams among themselves. -/
theorem bubbleSum_insert (c : ℕ → A) {a : α} {S : Finset α} (ha : a ∉ S) :
    bubbleSum c (insert a S) = ∑ T ∈ S.powerset, c (T.card + 1) * bubbleSum c (S \ T) := by
  have hno : ∀ T ρ, ρ ∈ setPartitions (S \ T) → ∀ B ∈ ρ, a ∉ B := fun T ρ h B hB haB =>
    ha (mem_sdiff.1 ((mem_setPartitions.1 h).1 B hB haB)).1
  simp only [bubbleSum, mul_sum]
  rw [sum_sigma']
  symm
  refine sum_bij (fun p _ => insert (insert a p.1) p.2) ?_ ?_ ?_ ?_
  · -- adjoining the bubble of `a` gives a partition
    rintro ⟨T, ρ⟩ h
    simp only [mem_sigma, mem_powerset, mem_setPartitions] at h
    obtain ⟨hT, h1, h2, h3, h4⟩ := h
    have hcross : ∀ B ∈ ρ, ∀ x ∈ B, x ∉ insert a T := by
      intro B hB x hx hx'
      have hm := mem_sdiff.1 (h1 B hB hx)
      rcases mem_insert.1 hx' with h | h
      · exact ha (h ▸ hm.1)
      · exact hm.2 h
    show insert (insert a T) ρ ∈ setPartitions (insert a S)
    rw [mem_setPartitions]
    refine ⟨?_, ?_, ?_, ?_⟩
    · intro B hB
      rcases mem_insert.1 hB with rfl | hB
      · exact insert_subset_insert a hT
      · exact fun x hx => mem_insert_of_mem (mem_sdiff.1 (h1 B hB hx)).1
    · intro h
      rcases mem_insert.1 h with h | h
      · exact insert_ne_empty a T h.symm
      · exact h2 h
    · intro x hx
      by_cases hxT : x ∈ insert a T
      · exact ⟨_, mem_insert_self _ _, hxT⟩
      · rw [mem_insert, not_or] at hxT
        obtain ⟨B, hB, hxB⟩ := h3 x
          (mem_sdiff.2 ⟨(mem_insert.1 hx).resolve_left hxT.1, hxT.2⟩)
        exact ⟨B, mem_insert_of_mem hB, hxB⟩
    · intro B hB B' hB' x hx hx'
      rcases mem_insert.1 hB with h | h <;> rcases mem_insert.1 hB' with h' | h'
      · rw [h, h']
      · exact absurd (h ▸ hx) (hcross B' h' x hx')
      · exact absurd (h' ▸ hx') (hcross B h x hx)
      · exact h4 B h B' h' x hx hx'
  · -- the bubble of `a` can be read off from the partition
    rintro ⟨T, ρ⟩ h ⟨T', ρ'⟩ h' heq
    simp only [mem_sigma, mem_powerset] at h h'
    replace heq : insert (insert a T) ρ = insert (insert a T') ρ' := heq
    have hTT : insert a T = insert a T' := by
      have hm : insert a T ∈ insert (insert a T') ρ' := heq ▸ mem_insert_self _ _
      exact (mem_insert.1 hm).resolve_right fun hm =>
        hno T' ρ' h'.2 _ hm (mem_insert_self a T)
    have haT : a ∉ T := fun e => ha (h.1 e)
    have haT' : a ∉ T' := fun e => ha (h'.1 e)
    have hT : T = T' := by rw [← erase_insert haT, hTT, erase_insert haT']
    subst hT
    have hn : insert a T ∉ ρ := fun hm => hno T ρ h.2 _ hm (mem_insert_self a T)
    have hn' : insert a T ∉ ρ' := fun hm => hno T ρ' h'.2 _ hm (mem_insert_self a T)
    have hρ : ρ = ρ' := by rw [← erase_insert hn, heq, erase_insert hn']
    subst hρ
    rfl
  · -- every partition arises by removing the bubble of `a`
    intro π hπ
    obtain ⟨h1, h2, h3, h4⟩ := mem_setPartitions.1 hπ
    obtain ⟨B, hB, haB⟩ := h3 a (mem_insert_self a S)
    refine ⟨⟨B.erase a, π.erase B⟩, ?_, ?_⟩
    · simp only [mem_sigma, mem_powerset, mem_setPartitions]
      refine ⟨?_, ?_, fun h => h2 (mem_of_mem_erase h), ?_, fun C hC C' hC' =>
        h4 C (mem_of_mem_erase hC) C' (mem_of_mem_erase hC')⟩
      · intro x hx
        exact (mem_insert.1 (h1 B hB (mem_of_mem_erase hx))).resolve_left
          (ne_of_mem_erase hx)
      · intro C hC x hx
        obtain ⟨hCB, hC⟩ := mem_erase.1 hC
        have hxB : x ∉ B := fun h => hCB (h4 C hC B hB x hx h)
        have hxa : x ≠ a := fun h => hxB (h ▸ haB)
        exact mem_sdiff.2 ⟨(mem_insert.1 (h1 C hC hx)).resolve_left hxa,
          fun h => hxB (mem_of_mem_erase h)⟩
      · intro x hx
        obtain ⟨hxS, hxT⟩ := mem_sdiff.1 hx
        obtain ⟨C, hC, hxC⟩ := h3 x (mem_insert_of_mem hxS)
        refine ⟨C, mem_erase.2 ⟨fun e => ?_, hC⟩, hxC⟩
        exact hxT (mem_erase.2 ⟨fun h => ha (h ▸ hxS), e ▸ hxC⟩)
    · show insert (insert a (B.erase a)) (π.erase B) = π
      rw [insert_erase haB, insert_erase hB]
  · rintro ⟨T, ρ⟩ h
    simp only [mem_sigma, mem_powerset] at h
    show c (T.card + 1) * ∏ B ∈ ρ, c B.card = ∏ B ∈ insert (insert a T) ρ, c B.card
    rw [prod_insert fun hm => hno T ρ h.2 _ hm (mem_insert_self a T),
      card_insert_of_notMem fun e => ha (h.1 e)]
```

A: The next three lemmas are the product rule for generating functions, the index shift under differentiation, and $(e^F)'=F'e^F$. In the last, `hext` raises the truncation order so that all coefficients can be compared over one range of $k$.

```lean
/-- The product of two exponential generating functions distributes the `n` labelled
vertices over the two factors in all possible ways. -/
theorem egf_mul (a b : ℕ → A) : egf a * egf b =
    egf fun n => ∑ k ∈ range (n + 1), n.choose k • (a k * b (n - k)) := by
  ext n
  rw [PowerSeries.coeff_mul, Finset.Nat.sum_antidiagonal_eq_sum_range_succ_mk]
  simp only [egf, PowerSeries.coeff_mk, smul_sum]
  refine sum_congr rfl fun k hk => ?_
  have hk' : k ≤ n := Nat.lt_succ_iff.1 (mem_range.1 hk)
  rw [← Nat.cast_smul_eq_nsmul ℚ, smul_mul_smul_comm, smul_smul, Nat.cast_choose ℚ hk']
  congr 1
  have h1 : (n.factorial : ℚ) ≠ 0 := by positivity
  field_simp

/-- Differentiating an exponential generating function shifts its sequence by one. -/
theorem derivative_egf (a : ℕ → A) :
    PowerSeries.derivative A (egf a) = egf fun n => a (n + 1) := by
  ext n
  have h (x : A) : x * ((n : A) + 1) = ((n : ℚ) + 1) • x := by
    rw [Algebra.smul_def, map_add, map_natCast, map_one, mul_comm]
  rw [PowerSeries.coeff_derivative, h]
  simp only [egf, PowerSeries.coeff_mk, smul_smul]
  congr 1
  rw [Nat.factorial_succ]
  push_cast
  field_simp

/-- The formal exponential of a series without constant term obeys `(exp F)' = F' exp F`. -/
theorem derivative_formalExp {F : PowerSeries A} (hF : PowerSeries.coeff 0 F = 0) :
    PowerSeries.derivative A (formalExp F) =
      PowerSeries.derivative A F * formalExp F := by
  have hv : ∀ p k, p < k → PowerSeries.coeff p (F ^ k) = 0 := fun p k hpk =>
    PowerSeries.X_pow_dvd_iff.1
      (pow_dvd_pow_of_dvd (PowerSeries.X_dvd_iff.2 (by simpa using hF)) k) p hpk
  -- the truncation order of the exponential may be raised freely
  have hext : ∀ n p, p ≤ n → PowerSeries.coeff p (formalExp F) =
      ∑ k ∈ range (n + 1), ((k.factorial : ℚ)⁻¹) • PowerSeries.coeff p (F ^ k) := by
    intro n p hp
    simp only [formalExp, PowerSeries.coeff_mk]
    refine sum_subset (fun x hx => ?_) fun k _ hk => ?_
    · rw [mem_range] at hx ⊢
      omega
    · rw [mem_range] at hk
      rw [hv p k (by omega), smul_zero]
  ext n
  have hR : PowerSeries.coeff n (PowerSeries.derivative A F * formalExp F) =
      ∑ k ∈ range (n + 1), ((k.factorial : ℚ)⁻¹) •
        PowerSeries.coeff n (PowerSeries.derivative A F * F ^ k) := by
    simp only [PowerSeries.coeff_mul, smul_sum]
    rw [sum_comm]
    refine sum_congr rfl fun p hp => ?_
    have hp' := mem_antidiagonal.1 hp
    rw [hext n p.2 (by omega), mul_sum]
    exact sum_congr rfl fun k _ => mul_smul_comm _ _ _
  have h0 : PowerSeries.coeff (n + 1) (F ^ 0) = 0 := by
    rw [pow_zero, PowerSeries.coeff_one, if_neg (Nat.succ_ne_zero n)]
  rw [hR, PowerSeries.coeff_derivative, hext (n + 1) (n + 1) le_rfl,
    sum_range_succ' _ (n + 1), h0, smul_zero, add_zero, sum_mul]
  refine sum_congr rfl fun k _ => ?_
  rw [smul_mul_assoc, ← PowerSeries.coeff_derivative, Derivation.leibniz_pow,
    Nat.add_sub_cancel, smul_eq_mul, map_nsmul, ← Nat.cast_smul_eq_nsmul ℚ, smul_smul,
    mul_comm (F ^ k)]
  congr 1
  rw [Nat.factorial_succ]
  push_cast
  field_simp
```

Q: And the uniqueness of the solution?

A: That is a strong induction on the number of vertices. In `bubbleSum_eq`, `hrec` extracts the recursion from the differential equation, and `key` matches it with the marked-vertex recursion. The bubble sum therefore depends only on the size of the vertex set.

```lean
/-- The vacuum diagrams on a vertex set `S` sum to `|S|!` times the coefficient of `x^|S|` in
the exponential of the connected bubbles. -/
theorem bubbleSum_eq (c : ℕ → A) (S : Finset α) : bubbleSum c S =
    (S.card.factorial : ℚ) • PowerSeries.coeff S.card (formalExp (connectedSeries c)) := by
  obtain ⟨w, hw⟩ : ∃ w : ℕ → A, ∀ n, w n =
      (n.factorial : ℚ) • PowerSeries.coeff n (formalExp (connectedSeries c)) :=
    ⟨_, fun _ => rfl⟩
  have hfac (n : ℕ) : (n.factorial : ℚ) ≠ 0 := by positivity
  have hE : formalExp (connectedSeries c) = egf w := by
    ext n
    rw [egf, PowerSeries.coeff_mk, hw, smul_smul, inv_mul_cancel₀ (hfac n), one_smul]
  have hD : PowerSeries.derivative A (connectedSeries c) = egf fun n => c (n + 1) := by
    rw [connectedSeries, derivative_egf]
    simp
  have hC : PowerSeries.coeff 0 (connectedSeries c) = 0 := by
    rw [connectedSeries, egf, PowerSeries.coeff_mk, if_pos rfl, smul_zero]
  -- the differential equation of the exponential is the recursion of the bubble sum
  have hrec (n : ℕ) : w (n + 1) =
      ∑ k ∈ range (n + 1), n.choose k • (c (k + 1) * w (n - k)) := by
    have h := derivative_formalExp hC
    rw [hD, hE, derivative_egf, egf_mul] at h
    have h1 := congrArg (fun f => (n.factorial : ℚ) • PowerSeries.coeff n f) h
    simp only [egf, PowerSeries.coeff_mk, smul_smul, mul_inv_cancel₀ (hfac n),
      one_smul] at h1
    exact h1
  have key : ∀ n, ∀ S : Finset α, S.card = n → bubbleSum c S = w n := by
    intro n
    induction n using Nat.strong_induction_on with
    | _ n ih =>
      intro S hS
      rcases n with _ | n
      · have hp : setPartitions (∅ : Finset α) = {∅} := by
          ext π
          rw [mem_setPartitions, mem_singleton]
          constructor
          · exact fun h => eq_empty_of_forall_notMem fun B hB =>
              h.2.1 (subset_empty.1 (h.1 B hB) ▸ hB)
          · rintro rfl
            simp
        rw [card_eq_zero.1 hS, bubbleSum, hp, hw]
        simp only [formalExp, PowerSeries.coeff_mk]
        simp
      · obtain ⟨a, S', ha, rfl, hc⟩ := card_eq_succ.1 hS
        have hs : ∀ T ∈ S'.powerset, c (T.card + 1) * bubbleSum c (S' \ T) =
            (fun k => c (k + 1) * w (n - k)) T.card := by
          intro T hT
          have h := card_sdiff_add_card_eq_card (mem_powerset.1 hT)
          show _ = c (T.card + 1) * w (n - T.card)
          rw [ih (n - T.card) (by omega) (S' \ T) (by omega)]
        rw [bubbleSum_insert c ha, sum_by_size (fun k => c (k + 1) * w (n - k)) hs, hc,
          hrec n]
  rw [key _ S rfl, hw]

/-- Vacuum bubbles exponentiate: the generating function of all vacuum diagrams is the
exponential of the sum of connected ones. -/
theorem vacuum_exponentiates (c : ℕ → A) :
    egf (vacuumSum c) = formalExp (connectedSeries c) := by
  ext n
  have hn : (n.factorial : ℚ) ≠ 0 := by positivity
  rw [egf, PowerSeries.coeff_mk, vacuumSum, bubbleSum_eq, card_fin, smul_smul,
    inv_mul_cancel₀ hn, one_smul]
```

A: This lets the bubbles on the complement of $S$ be replaced by $z_{n-|S|}$, which gives $G=DZ$.

```lean
/-- The generating function of all diagrams is that of the externally connected part times
that of the vacuum diagrams. -/
theorem full_factorizes (d c : ℕ → A) :
    egf (fullSum d c) = egf d * egf (vacuumSum c) := by
  rw [egf_mul]
  congr 1
  funext n
  have hb : ∀ S ∈ (univ : Finset (Fin n)).powerset, d S.card * bubbleSum c (univ \ S) =
      (fun k => d k * vacuumSum c (n - k)) S.card := by
    intro S _
    have h := card_sdiff_add_card_eq_card (subset_univ S)
    rw [card_fin] at h
    have hc : (univ \ S).card = n - S.card := by omega
    show _ = d S.card * bubbleSum c (univ : Finset (Fin (n - S.card)))
    rw [bubbleSum_eq c (univ \ S), bubbleSum_eq c (univ : Finset (Fin (n - S.card))),
      hc, card_fin]
  rw [fullSum, sum_by_size (fun k => d k * vacuumSum c (n - k)) hb, card_fin]
```

Q: The final statement multiplies by `invOfUnit … 1`. Is that a genuine division?

A: Yes. The argument `1` is the claimed constant term, and the proof checks it in `h`, so the product with $Z$ is 1.

```lean
/-- Linked-cluster theorem: the vacuum diagrams sum to the exponential of the connected
bubbles, and dividing the sum of all diagrams by them leaves the externally connected part. -/
theorem linked_cluster (d c : ℕ → A) :
    egf (vacuumSum c) = formalExp (connectedSeries c) ∧
      egf (fullSum d c) * PowerSeries.invOfUnit (egf (vacuumSum c)) 1 = egf d := by
  refine ⟨vacuum_exponentiates c, ?_⟩
  -- the vacuum series starts with 1, so it is invertible
  have h : PowerSeries.constantCoeff (egf (vacuumSum c)) = ((1 : Aˣ) : A) := by
    rw [vacuum_exponentiates, ← PowerSeries.coeff_zero_eq_constantCoeff_apply]
    simp only [formalExp, PowerSeries.coeff_mk]
    simp
  rw [full_factorizes, mul_assoc, PowerSeries.mul_invOfUnit _ _ h, mul_one]

end

end LinkedCluster
```

Q: Is what remains the fully connected Green's function?

A: Not in general. With four external points, $D$ still contains products of two separate propagators. In many-body theory the name "linked-cluster theorem" often means the expansion of the ground-state energy in linked diagrams. For a non-degenerate unperturbed ground state, one way to derive that expansion is to work in imaginary time, divide minus the logarithm of the vacuum series by the elapsed time and take the long-time limit, which gives the energy shift; this step is not treated here. The result here bears on Green's functions in QED and in many-electron perturbation theory as an order-by-order identity of formal series, with no claim of convergence.

```lean
#print axioms LinkedCluster.vacuum_exponentiates
#print axioms LinkedCluster.linked_cluster
```

```
'LinkedCluster.vacuum_exponentiates' depends on axioms: [propext, Classical.choice, Quot.sound]
'LinkedCluster.linked_cluster' depends on axioms: [propext, Classical.choice, Quot.sound]
```
